# Exponential decay of bounded finite plane-wave sums solving \(\nabla^2\psi=K^2\psi\) with \(K>0\) above a surface

The vacuum is modelled as the half-space \(z>0\), and the condition far from the surface is boundedness of each profile \(f_g\), not decay. A profile is continuous down to \(z=0\) and twice differentiable for \(z>0\), where \(\nabla^2\psi=K^2\psi\) is imposed. `IsBoundedProfile` records the continuity, differentiability and boundedness; the equation is a separate hypothesis.

In Lean 4 with Mathlib:

```lean
import Mathlib

open Set Filter Topology

namespace VacuumTail

noncomputable section

/-- A profile above a surface: continuous for `z ≥ 0`, twice differentiable for `z > 0`,
and bounded. -/
structure IsBoundedProfile (f : ℝ → ℂ) : Prop where
  cont : ContinuousOn f (Ici 0)
  diff : ∀ z, 0 < z → DifferentiableAt ℝ f z
  diff2 : ∀ z, 0 < z → DifferentiableAt ℝ (deriv f) z
  bdd : ∃ C : ℝ, ∀ z, 0 ≤ z → ‖f z‖ ≤ C
```

The field is
\[
\psi(x,y,z)=\sum_{g\in s}P_g(x,y)\,f_g(z),\qquad P_g(x,y)=e^{i(g_1x+g_2y)}.
\]
The `Finset` `s` contains finitely many distinct real wave vectors \(g=(g_1,g_2)\); they need not belong to a common lattice.

```lean
/-- The lateral plane wave `exp(i (g₁ x + g₂ y))`. -/
def planeWave (g : ℝ × ℝ) (x y : ℝ) : ℂ :=
  Complex.exp (Complex.I * ((g.1 : ℂ) * (x : ℂ) + (g.2 : ℂ) * (y : ℂ)))

/-- A finite sum of lateral plane waves, each with its own profile in `z`. -/
def surfaceWave (s : Finset (ℝ × ℝ)) (f : ℝ × ℝ → ℝ → ℂ) (x y z : ℝ) : ℂ :=
  ∑ g ∈ s, planeWave g x y * f g z
```

`laplacian` is the sum of the three second partial derivatives. For an electron of mass \(m\) and energy \(E\) below a constant barrier \(V\), \(K^2=2m(V-E)/\hbar^2\). The flat barrier is an idealisation: image forces, for example, are absent. Abbreviate \(\kappa_g=\sqrt{K^2+|g|^2}\), which is `decayRate K g`; `evanescent` is a family of trial profiles for part (k).

```lean
/-- The Laplacian in Cartesian coordinates. -/
def laplacian (ψ : ℝ → ℝ → ℝ → ℂ) (x y z : ℝ) : ℂ :=
  deriv (deriv (fun t => ψ t y z)) x + deriv (deriv (fun t => ψ x t z)) y
    + deriv (deriv (ψ x y)) z

/-- The decay constant `√(K² + |g|²)` of the component with lateral wave vector `g`. -/
def decayRate (K : ℝ) (g : ℝ × ℝ) : ℝ := √(K ^ 2 + g.1 ^ 2 + g.2 ^ 2)

/-- Profiles `c_g exp(-√(K² + |g|²) z)` with amplitudes `c_g`. -/
def evanescent (K : ℝ) (c : ℝ × ℝ → ℂ) (g : ℝ × ℝ) (z : ℝ) : ℂ :=
  c g * (Real.exp (-decayRate K g * z) : ℂ)
```

(a) For real \(c\), show that
\[
\frac{d}{dz}e^{cz}=c\,e^{cz}
\]
as a complex-valued function. The chain rule gives the real derivative, and the inclusion of \(\mathbb R\) in \(\mathbb C\) preserves it.

```lean
lemma hasDerivAt_expReal (c t : ℝ) :
    HasDerivAt (fun s : ℝ => (Real.exp (c * s) : ℂ)) ((c : ℂ) * (Real.exp (c * t) : ℂ)) t := by
  have h : HasDerivAt (fun s : ℝ => Real.exp (c * s)) (c * Real.exp (c * t)) t :=
    ((hasDerivAt_id' t).const_mul c).exp.congr_deriv (by simp [mul_comm])
  exact h.ofReal_comp.congr_deriv (Complex.ofReal_mul _ _)
```

(b) Let \(u'=cu\) for \(z>0\). For \(a>0\) and \(t\ge0\), show that
\[
u(a+t)=u(a)e^{ct}.
\]
By (a), \((ue^{-cz})'=cue^{-cz}-cue^{-cz}=0\). Hence \(u(a+t)e^{-c(a+t)}=u(a)e^{-ca}\); multiply by \(e^{c(a+t)}\). In the code, `hd` is the zero derivative and `hc` the resulting equality.

```lean
/-- A solution of `u' = c u` on `z > 0` changes by the factor `exp(c t)` over a distance
`t ≥ 0`. -/
theorem first_order {u : ℝ → ℂ} {c : ℝ} (hu : ∀ z, 0 < z → HasDerivAt u (c * u z) z)
    {a t : ℝ} (ha : 0 < a) (ht : 0 ≤ t) : u (a + t) = u a * (Real.exp (c * t) : ℂ) := by
  -- the product `u exp(-c z)` has zero derivative
  have hd : ∀ z, 0 < z → HasDerivAt (fun r => u r * (Real.exp (-c * r) : ℂ)) 0 z :=
    fun z hz => ((hu z hz).fun_mul (hasDerivAt_expReal (-c) z)).congr_deriv (by
      rw [Complex.ofReal_neg]; ring)
  have hc : u (a + t) * (Real.exp (-c * (a + t)) : ℂ) = u a * (Real.exp (-c * a) : ℂ) :=
    constant_of_has_deriv_right_zero (f := fun r => u r * (Real.exp (-c * r) : ℂ))
      (fun r hr => (hd r (ha.trans_le hr.1)).continuousAt.continuousWithinAt)
      (fun r hr => (hd r (ha.trans_le hr.1)).hasDerivWithinAt)
      (a + t) ⟨by linarith, le_rfl⟩
  calc u (a + t)
      = u (a + t) * (Real.exp (-c * (a + t)) : ℂ) * (Real.exp (c * (a + t)) : ℂ) := by
        rw [mul_assoc, ← Complex.ofReal_mul, ← Real.exp_add,
          show -c * (a + t) + c * (a + t) = 0 by ring, Real.exp_zero, Complex.ofReal_one, mul_one]
    _ = u a * (Real.exp (-c * a) : ℂ) * (Real.exp (c * (a + t)) : ℂ) := by rw [hc]
    _ = u a * (Real.exp (c * t) : ℂ) := by
        rw [mul_assoc, ← Complex.ofReal_mul, ← Real.exp_add,
          show -c * a + c * (a + t) = c * t by ring]
```

(c) Let \(f\) be a profile with \(|f|\le C\) and \(f''=q^2f\), \(q>0\). Show that for every \(a>0\)
\[
f'(a)+qf(a)=0.
\]
Put \(u=f'+qf\) and \(v=f'-qf\). Then \(u'=q^2f+qf'=qu\) and \(v'=q^2f-qf'=-qv\). Since \(u=v+2qf\), part (b) gives
\[
|u(a)|e^{qt}\le|v(a)|e^{-qt}+2qC\le|v(a)|+2qC.
\]
If \(u(a)\ne0\), choose \(t\ge0\) with \(|u(a)|qt=|v(a)|+2qC\). Because \(e^{qt}\ge1+qt\), the left side is at least \(|u(a)|+|v(a)|+2qC\), a contradiction. The estimates `b1` to `b4` are these inequalities, combined by `linarith`.

```lean
/-- For a bounded profile with `f'' = q² f` and `q > 0`, the growing part `f' + q f` vanishes
at every `a > 0`. -/
theorem growing_part_eq_zero {q : ℝ} (hq : 0 < q) {f : ℝ → ℂ} (hf : IsBoundedProfile f)
    (ode : ∀ z, 0 < z → deriv (deriv f) z = (q : ℂ) ^ 2 * f z) {a : ℝ} (ha : 0 < a) :
    deriv f a + q * f a = 0 := by
  have h1 : ∀ z, 0 < z → HasDerivAt f (deriv f z) z := fun z hz => (hf.diff z hz).hasDerivAt
  have h2 : ∀ z, 0 < z → HasDerivAt (deriv f) ((q : ℂ) ^ 2 * f z) z :=
    fun z hz => (hf.diff2 z hz).hasDerivAt.congr_deriv (ode z hz)
  have hu : ∀ z, 0 < z → HasDerivAt (fun r => deriv f r + q * f r)
      ((q : ℂ) * (deriv f z + q * f z)) z :=
    fun z hz => ((h2 z hz).fun_add ((h1 z hz).const_mul (q : ℂ))).congr_deriv (by ring)
  have hv : ∀ z, 0 < z → HasDerivAt (fun r => deriv f r - q * f r)
      (((-q : ℝ) : ℂ) * (deriv f z - q * f z)) z :=
    fun z hz => ((h2 z hz).fun_sub ((h1 z hz).const_mul (q : ℂ))).congr_deriv (by
      rw [Complex.ofReal_neg]; ring)
  obtain ⟨C, hC⟩ := hf.bdd
  have hC0 : 0 ≤ C := (norm_nonneg _).trans (hC 0 le_rfl)
  by_contra hne
  have hU : 0 < ‖deriv f a + q * f a‖ := norm_pos_iff.2 hne
  -- go out far enough that the growing part exceeds the bound
  obtain ⟨t, ht, htM⟩ : ∃ t : ℝ, 0 ≤ t ∧ ‖deriv f a + q * f a‖ * (q * t)
      = ‖deriv f a - q * f a‖ + 2 * q * C := by
    refine ⟨(‖deriv f a - q * f a‖ + 2 * q * C) / (q * ‖deriv f a + q * f a‖),
      by positivity, ?_⟩
    have hU' := hU.ne'
    have hq' := hq.ne'
    field_simp
  have eu : deriv f (a + t) + q * f (a + t)
      = (deriv f a + q * f a) * (Real.exp (q * t) : ℂ) := first_order hu ha ht
  have ev : deriv f (a + t) - q * f (a + t)
      = (deriv f a - q * f a) * (Real.exp (-q * t) : ℂ) := first_order hv ha ht
  have split : (deriv f a + q * f a) * (Real.exp (q * t) : ℂ)
      = (deriv f a - q * f a) * (Real.exp (-q * t) : ℂ) + ((2 * q : ℝ) : ℂ) * f (a + t) := by
    rw [← eu, ← ev]; push_cast; ring
  have hn := norm_add_le ((deriv f a - q * f a) * (Real.exp (-q * t) : ℂ))
    (((2 * q : ℝ) : ℂ) * f (a + t))
  rw [← split] at hn
  simp only [norm_mul, Complex.norm_real, Real.norm_eq_abs, Real.abs_exp] at hn
  rw [← abs_mul, abs_of_pos (by positivity : 0 < 2 * q)] at hn
  have b1 : Real.exp (-q * t) ≤ 1 := Real.exp_le_one_iff.2 (by nlinarith)
  have b2 := mul_le_mul_of_nonneg_left b1 (norm_nonneg (deriv f a - q * f a))
  have b3 := mul_le_mul_of_nonneg_left (hC (a + t) (by linarith)) (by positivity : 0 ≤ 2 * q)
  have b4 := mul_le_mul_of_nonneg_left (Real.add_one_le_exp (q * t)) hU.le
  linarith
```

(d) For the same \(f\) and all \(z\ge0\), show that
\[
f(z)=f(0)e^{-qz}.
\]
The case \(z=0\) is immediate. For \(z>0\), (c) gives \(f'=-qf\), so (b) gives \(f(z)=f(a)e^{-q(z-a)}\) for \(0<a\le z\). Let \(a\to0^+\) and use continuity at the surface; `tendsto_nhds_unique` equates the limits.

```lean
/-- A bounded profile with `f'' = q² f` for `z > 0`, where `q > 0`, is `f(0) exp(-q z)`. -/
theorem bounded_solution {q : ℝ} (hq : 0 < q) {f : ℝ → ℂ} (hf : IsBoundedProfile f)
    (ode : ∀ z, 0 < z → deriv (deriv f) z = (q : ℂ) ^ 2 * f z) {z : ℝ} (hz : 0 ≤ z) :
    f z = f 0 * (Real.exp (-q * z) : ℂ) := by
  rcases hz.eq_or_lt with rfl | hz
  · simp
  have hd : ∀ r, 0 < r → HasDerivAt f (((-q : ℝ) : ℂ) * f r) r := fun r hr =>
    (hf.diff r hr).hasDerivAt.congr_deriv (by
      rw [Complex.ofReal_neg]
      linear_combination growing_part_eq_zero hq hf ode hr)
  -- start the decay at height `a` and let `a` tend to the surface
  have hE : Continuous (fun a : ℝ => (Real.exp (-q * (z - a)) : ℂ)) :=
    Complex.continuous_ofReal.comp (by fun_prop)
  have hG : Tendsto (fun a : ℝ => f a * (Real.exp (-q * (z - a)) : ℂ)) (𝓝[>] 0)
      (𝓝 (f 0 * (Real.exp (-q * (z - 0)) : ℂ))) :=
    Tendsto.mul ((hf.cont 0 self_mem_Ici).mono Ioi_subset_Ici_self)
      (hE.continuousWithinAt (s := Ioi 0) (x := 0))
  have hev : (fun _ : ℝ => f z) =ᶠ[𝓝[>] 0]
      (fun a : ℝ => f a * (Real.exp (-q * (z - a)) : ℂ)) := by
    filter_upwards [Ioc_mem_nhdsGT hz] with a ha
    have h := first_order hd ha.1 (sub_nonneg.2 ha.2)
    rwa [add_sub_cancel] at h
  have h := tendsto_nhds_unique hG (tendsto_const_nhds.congr' hev)
  rw [sub_zero] at h
  exact h.symm
```

(e) Show that
\[
\partial_xP_g=ig_1P_g.
\]
Differentiate the exponent with \(y\) fixed.

```lean
lemma planeWave_deriv_x (g : ℝ × ℝ) (x y : ℝ) :
    HasDerivAt (fun t => planeWave g t y) (Complex.I * g.1 * planeWave g x y) x := by
  have h0 : HasDerivAt (fun t : ℝ => (t : ℂ)) 1 x := by
    simpa using (hasDerivAt_id' x).ofReal_comp
  exact (((h0.const_mul (g.1 : ℂ)).add_const ((g.2 : ℂ) * y)).const_mul
    Complex.I).cexp.congr_deriv (by simp only [planeWave]; ring)
```

(f) Show that
\[
\partial_yP_g=ig_2P_g.
\]
Now hold \(x\) fixed.

```lean
lemma planeWave_deriv_y (g : ℝ × ℝ) (x y : ℝ) :
    HasDerivAt (fun t => planeWave g x t) (Complex.I * g.2 * planeWave g x y) y := by
  have h0 : HasDerivAt (fun t : ℝ => (t : ℂ)) 1 y := by
    simpa using (hasDerivAt_id' y).ofReal_comp
  exact (((h0.const_mul (g.2 : ℂ)).const_add ((g.1 : ℂ) * x)).const_mul
    Complex.I).cexp.congr_deriv (by simp only [planeWave]; ring)
```

(g) Show that
\[
\sum_{g\in s}c_gP_g(x,y)=0\ \text{for all }x,y\quad\Longrightarrow\quad c_g=0\ \text{for all }g\in s.
\]
By (e) and (f), the slopes at the origin are \(ig_1\) and \(ig_2\), so distinct \(g\) give distinct functions. Suppose a nontrivial relation exists and take a shortest one, with all its coefficients nonzero. One term is impossible, since \(|P_g|=1\). Otherwise write \(r=(x,y)\), and pick \(h\ne k\) in it and a displacement \(r'\) with \(P_k(r')\ne P_h(r')\). Since \(P_g(r+r')=P_g(r)P_g(r')\), shifting the relation by \(r'\) and subtracting \(P_h(r')\) times the original leaves
\[
\sum_{g\ne h}c_g\bigl(P_g(r')-P_h(r')\bigr)P_g(r)=0,
\]
which is shorter and still nontrivial: a contradiction. Mathlib supplies this argument as `linearIndependent_monoidHom`; `planeWaveHom` puts the plane wave in the required form.

```lean
/-- The plane wave as a character of the group of lateral translations. -/
def planeWaveHom (g : ℝ × ℝ) : Multiplicative (ℝ × ℝ) →* ℂ where
  toFun r := planeWave g r.toAdd.1 r.toAdd.2
  map_one' := by simp [planeWave]
  map_mul' r r' := by
    simp only [planeWave, toAdd_mul, Prod.fst_add, Prod.snd_add, ← Complex.exp_add]
    congr 1
    push_cast
    ring

/-- Plane waves with distinct lateral wave vectors are linearly independent. -/
theorem planeWave_independent (s : Finset (ℝ × ℝ)) (c : ℝ × ℝ → ℂ)
    (h : ∀ x y, ∑ g ∈ s, c g * planeWave g x y = 0) : ∀ g ∈ s, c g = 0 := by
  have inj : Function.Injective planeWaveHom := by
    intro g k hgk
    have e : ∀ x y, planeWave g x y = planeWave k x y := fun x y =>
      DFunLike.congr_fun hgk (Multiplicative.ofAdd (x, y))
    -- the slopes at the origin recover the wave vector
    have hx := planeWave_deriv_x g 0 0
    have hy := planeWave_deriv_y g 0 0
    simp only [e] at hx hy
    have ex := hx.unique (planeWave_deriv_x k 0 0)
    have ey := hy.unique (planeWave_deriv_y k 0 0)
    simp [planeWave] at ex ey
    exact Prod.ext ex ey
  have li := (linearIndependent_monoidHom (Multiplicative (ℝ × ℝ)) ℂ).comp planeWaveHom inj
  refine linearIndependent_iff'.1 li s c ?_
  funext r
  simp only [Finset.sum_apply, Pi.smul_apply, smul_eq_mul, Function.comp_apply, Pi.zero_apply]
  exact h r.toAdd.1 r.toAdd.2
```

(h) For \(z>0\), show that
\[
\nabla^2\psi=\sum_{g\in s}P_g\,(f_g''-|g|^2f_g).
\]
Applying (e) and (f) twice gives the factors \((ig_1)^2=-g_1^2\) and \((ig_2)^2=-g_2^2\); the \(z\)-derivatives act only on \(f_g\). The steps `hx2`, `hy2` and `hz2` compute the three terms.

```lean
/-- For profiles twice differentiable at `z > 0`, the Laplacian acts on each lateral component
as `f_g'' - |g|² f_g`. -/
theorem laplacian_surfaceWave (s : Finset (ℝ × ℝ)) (f : ℝ × ℝ → ℝ → ℂ)
    (h1 : ∀ g ∈ s, ∀ z, 0 < z → DifferentiableAt ℝ (f g) z)
    (h2 : ∀ g ∈ s, ∀ z, 0 < z → DifferentiableAt ℝ (deriv (f g)) z)
    (x y : ℝ) {z : ℝ} (hz : 0 < z) :
    laplacian (surfaceWave s f) x y z = ∑ g ∈ s, planeWave g x y *
      (deriv (deriv (f g)) z - ((g.1 : ℂ) ^ 2 + (g.2 : ℂ) ^ 2) * f g z) := by
  have hx1 : deriv (fun t => surfaceWave s f t y z)
      = fun t => ∑ g ∈ s, Complex.I * g.1 * planeWave g t y * f g z :=
    funext fun t => (HasDerivAt.fun_sum fun (g : ℝ × ℝ) (_ : g ∈ s) =>
      (planeWave_deriv_x g t y).mul_const (f g z)).deriv
  have hx2 : deriv (deriv (fun t => surfaceWave s f t y z)) x
      = ∑ g ∈ s, Complex.I * g.1 * (Complex.I * g.1 * planeWave g x y) * f g z := by
    rw [hx1]
    exact (HasDerivAt.fun_sum fun (g : ℝ × ℝ) (_ : g ∈ s) =>
      ((planeWave_deriv_x g x y).const_mul (Complex.I * g.1)).mul_const (f g z)).deriv
  have hy1 : deriv (fun t => surfaceWave s f x t z)
      = fun t => ∑ g ∈ s, Complex.I * g.2 * planeWave g x t * f g z :=
    funext fun t => (HasDerivAt.fun_sum fun (g : ℝ × ℝ) (_ : g ∈ s) =>
      (planeWave_deriv_y g x t).mul_const (f g z)).deriv
  have hy2 : deriv (deriv (fun t => surfaceWave s f x t z)) y
      = ∑ g ∈ s, Complex.I * g.2 * (Complex.I * g.2 * planeWave g x y) * f g z := by
    rw [hy1]
    exact (HasDerivAt.fun_sum fun (g : ℝ × ℝ) (_ : g ∈ s) =>
      ((planeWave_deriv_y g x y).const_mul (Complex.I * g.2)).mul_const (f g z)).deriv
  have hz1 : deriv (surfaceWave s f x y)
      =ᶠ[𝓝 z] fun t => ∑ g ∈ s, planeWave g x y * deriv (f g) t := by
    filter_upwards [Ioi_mem_nhds hz] with t ht
    exact (HasDerivAt.fun_sum fun (g : ℝ × ℝ) (hg : g ∈ s) =>
      (h1 g hg t ht).hasDerivAt.const_mul (planeWave g x y)).deriv
  have hz2 : deriv (deriv (surfaceWave s f x y)) z
      = ∑ g ∈ s, planeWave g x y * deriv (deriv (f g)) z :=
    hz1.deriv_eq.trans (HasDerivAt.fun_sum fun (g : ℝ × ℝ) (hg : g ∈ s) =>
      (h2 g hg z hz).hasDerivAt.const_mul (planeWave g x y)).deriv
  unfold laplacian
  rw [hx2, hy2, hz2, ← Finset.sum_add_distrib, ← Finset.sum_add_distrib]
  refine Finset.sum_congr rfl fun g _ => ?_
  linear_combination ((g.1 : ℂ) ^ 2 + (g.2 : ℂ) ^ 2) * planeWave g x y * f g z * Complex.I_sq
```

(i) Show that
\[
\kappa_g^2=K^2+g_1^2+g_2^2.
\]
The radicand is nonnegative, so squaring undoes the root.

```lean
lemma decayRate_sq (K : ℝ) (g : ℝ × ℝ) :
    (decayRate K g : ℂ) ^ 2 = (K : ℂ) ^ 2 + (g.1 : ℂ) ^ 2 + (g.2 : ℂ) ^ 2 := by
  rw [← Complex.ofReal_pow, decayRate, Real.sq_sqrt (by positivity)]
  push_cast
  ring
```

(j) Let \(\nabla^2\psi=K^2\psi\) for \(z>0\), with \(K>0\) and bounded profiles. Show that for \(g\in s\) and \(z\ge0\)
\[
f_g(z)=f_g(0)e^{-\kappa_gz}.
\]
By (h), at each fixed \(z>0\),
\[
\sum_{g\in s}P_g\,(f_g''-|g|^2f_g-K^2f_g)=0
\]
for all \(x,y\). By (g) every bracket vanishes, so (i) gives \(f_g''=\kappa_g^2f_g\). Since \(\kappa_g>0\), (d) applies with \(q=\kappa_g\). For one electron below a constant barrier that fills \(z>0\), the plane-wave components of \(\psi\) with larger \(|g|\) therefore decay faster with height.

```lean
/-- If a finite sum of lateral plane waves with bounded profiles solves `∇²ψ = K² ψ` in the
vacuum `z > 0`, with `K > 0`, then each profile is `f_g(0) exp(-√(K² + |g|²) z)`. -/
theorem vacuum_tail {K : ℝ} (hK : 0 < K) (s : Finset (ℝ × ℝ)) (f : ℝ × ℝ → ℝ → ℂ)
    (hf : ∀ g ∈ s, IsBoundedProfile (f g))
    (hψ : ∀ x y z, 0 < z →
      laplacian (surfaceWave s f) x y z = (K : ℂ) ^ 2 * surfaceWave s f x y z) :
    ∀ g ∈ s, ∀ z, 0 ≤ z → f g z = f g 0 * (Real.exp (-decayRate K g * z) : ℂ) := by
  intro g hg z hz
  have hpos : 0 < decayRate K g := Real.sqrt_pos.2 (by positivity)
  refine bounded_solution hpos (hf g hg) (fun r hr => ?_) hz
  -- independence of the plane waves separates the equation into components
  have hc := planeWave_independent s (fun k => deriv (deriv (f k)) r
      - ((k.1 : ℂ) ^ 2 + (k.2 : ℂ) ^ 2) * f k r - (K : ℂ) ^ 2 * f k r) (fun x y => by
    have e := sub_eq_zero.2 (hψ x y r hr)
    rw [laplacian_surfaceWave s f (fun k hk => (hf k hk).diff) (fun k hk => (hf k hk).diff2)
      x y hr, surfaceWave, Finset.mul_sum, ← Finset.sum_sub_distrib] at e
    refine (Finset.sum_congr rfl fun k _ => ?_).trans e
    ring) g hg
  linear_combination hc - f g r * decayRate_sq K g
```

(k) Conversely, for any real \(K\) and amplitudes \(c_g\), let \(f_g(z)=c_ge^{-\kappa_gz}\). Show that for \(z>0\)
\[
\nabla^2\psi=K^2\psi.
\]
Two uses of (a) give \(f_g''=\kappa_g^2f_g\). By (i), \(f_g''-|g|^2f_g=K^2f_g\); insert this in (h).

```lean
/-- Conversely, every finite sum of plane waves with profiles `c_g exp(-√(K² + |g|²) z)` solves
`∇²ψ = K² ψ` for `z > 0`. -/
theorem evanescent_solves (K : ℝ) (s : Finset (ℝ × ℝ)) (c : ℝ × ℝ → ℂ) (x y : ℝ) {z : ℝ}
    (hz : 0 < z) : laplacian (surfaceWave s (evanescent K c)) x y z
      = (K : ℂ) ^ 2 * surfaceWave s (evanescent K c) x y z := by
  have h1 : ∀ g t, HasDerivAt (evanescent K c g) (c g * (((-decayRate K g : ℝ) : ℂ)
      * (Real.exp (-decayRate K g * t) : ℂ))) t :=
    fun g t => (hasDerivAt_expReal (-decayRate K g) t).const_mul (c g)
  have h2 : ∀ g t, HasDerivAt (deriv (evanescent K c g)) (c g * (((-decayRate K g : ℝ) : ℂ)
      * (((-decayRate K g : ℝ) : ℂ) * (Real.exp (-decayRate K g * t) : ℂ)))) t := by
    intro g t
    rw [funext fun r => (h1 g r).deriv]
    exact ((hasDerivAt_expReal (-decayRate K g) t).const_mul _).const_mul (c g)
  rw [laplacian_surfaceWave s _ (fun g _ t _ => (h1 g t).differentiableAt)
    (fun g _ t _ => (h2 g t).differentiableAt) x y hz, surfaceWave, Finset.mul_sum]
  refine Finset.sum_congr rfl fun g _ => ?_
  rw [(h2 g z).deriv]
  simp only [evanescent, Complex.ofReal_neg]
  linear_combination planeWave g x y * c g * (Real.exp (-decayRate K g * z) : ℂ)
    * decayRate_sq K g
```

(l) Under the hypotheses of (j), show that for \(z\ge0\)
\[
|\psi(x,y,z)|\le e^{-Kz}\sum_{g\in s}|f_g(0)|.
\]
Use the triangle inequality, \(|P_g|=1\), and \(\kappa_g\ge K\), which gives \(e^{-\kappa_gz}\le e^{-Kz}\). When \(s\) contains only \(g=(0,0)\), \(\psi=f_0(0)e^{-Kz}\) and the bound is an equality.

```lean
/-- Under the hypotheses of `vacuum_tail`, the amplitude at height `z ≥ 0` is at most
`exp(-K z)` times the sum of the moduli `|f_g(0)|`. -/
theorem amplitude_bound {K : ℝ} (hK : 0 < K) (s : Finset (ℝ × ℝ)) (f : ℝ × ℝ → ℝ → ℂ)
    (hf : ∀ g ∈ s, IsBoundedProfile (f g))
    (hψ : ∀ x y z, 0 < z →
      laplacian (surfaceWave s f) x y z = (K : ℂ) ^ 2 * surfaceWave s f x y z)
    (x y : ℝ) {z : ℝ} (hz : 0 ≤ z) :
    ‖surfaceWave s f x y z‖ ≤ Real.exp (-K * z) * ∑ g ∈ s, ‖f g 0‖ := by
  rw [surfaceWave, Finset.mul_sum]
  refine norm_sum_le_of_le s fun g hg => ?_
  have hp : ‖planeWave g x y‖ = 1 := by
    rw [planeWave, Complex.norm_exp]
    simp
  -- every decay constant is at least `K`
  have hk : K ≤ decayRate K g :=
    (Real.le_sqrt' hK).2 (by nlinarith [sq_nonneg g.1, sq_nonneg g.2])
  have he : Real.exp (-decayRate K g * z) ≤ Real.exp (-K * z) :=
    Real.exp_le_exp.2 (by nlinarith)
  rw [norm_mul, hp, one_mul, vacuum_tail hK s f hf hψ g hg z hz, norm_mul, Complex.norm_real,
    Real.norm_eq_abs, Real.abs_exp, mul_comm]
  exact mul_le_mul_of_nonneg_right he (norm_nonneg _)

end

end VacuumTail
```

```lean
#print axioms VacuumTail.planeWave_independent
#print axioms VacuumTail.evanescent_solves
#print axioms VacuumTail.amplitude_bound
```

```
'VacuumTail.planeWave_independent' depends on axioms: [propext, Classical.choice, Quot.sound]
'VacuumTail.evanescent_solves' depends on axioms: [propext, Classical.choice, Quot.sound]
'VacuumTail.amplitude_bound' depends on axioms: [propext, Classical.choice, Quot.sound]
```
